# In a partially filled non-interacting chain, the exchange tail beyond distance L falls off as 1/(4π²L²)

Take an infinite chain with one orbital per site and all Bloch states with $|k|<k_F$ occupied, where $0<k_F<\pi$ and lengths are in lattice constants. For each spin, the density matrix between sites at distance $R\ge 1$ is $g(R)=\sin(k_FR)/(\pi R)$. With the bare Coulomb repulsion $1/R$, the exchange tail $T_L=\sum_{R>L}g(R)^2/R$ satisfies

$$L^2\,T_L\;\longrightarrow\;\frac{1}{4\pi^2}\qquad(L\to\infty).$$

The limit is the same at every such filling, including half filling, $k_F=\pi/2$. For this non-interacting, one-dimensional model metal, cutting off exact exchange at a real-space distance $L$ therefore leaves an algebraic error, not an exponentially small one.

## The chain and its exchange sum

```lean
import Mathlib

open Real Filter Topology

namespace MetallicExchangeTail

noncomputable section

/-- Density matrix of a chain with Fermi wavenumber `kF` between two sites at
distance `R ≥ 1`, in units of the lattice constant. -/
def densityMatrix (kF : ℝ) (R : ℕ) : ℝ := sin (kF * R) / (π * R)
```

A `def` gives a name to an expression. Here `kF` is a real number and `R` a natural number. The formula is what the occupied states give,

$$\frac1{2\pi}\int_{-k_F}^{k_F}e^{ikR}\,dk=\frac{\sin(k_FR)}{\pi R},$$

but the file takes it as the definition and does not derive it from a Hamiltonian. At $R=0$ Lean's division by zero returns 0 instead of the on-site value $k_F/\pi$; the tail never uses that term.

```lean
/-- Exchange weight at distance `R ≥ 1`: the squared density matrix times the
Coulomb factor `1 / R`. -/
def exchangeWeight (kF : ℝ) (R : ℕ) : ℝ := densityMatrix kF R ^ 2 / R
```

This is $g(R)^2/R$. The factor $1/R$ stands for the bare Coulomb repulsion between point-like site charges, without screening or orbital shape.

```lean
/-- Exchange tail: the sum of the exchange weights over all distances `R > L`. -/
def exchangeTail (kF : ℝ) (L : ℕ) : ℝ := ∑' n : ℕ, exchangeWeight kF (n + (L + 1))
```

The symbol `∑'` is an infinite sum. With $n=0,1,2,\dots$, the distance $n+(L+1)$ runs over $L+1,L+2,\dots$, so this is $T_L$. In units of the Coulomb energy at one lattice constant, $-T_L$ is the exchange energy per site and spin from distances beyond $L$: the two directions along the chain cancel the usual factor $1/2$.

```lean
/-- Phase function used to sum the Friedel oscillations; the formula is meaningful only for
`sin kF ≠ 0`. -/
def phase (kF x : ℝ) : ℝ := sin (kF * (2 * x - 1)) / (2 * sin kF)
```

Write $p(x)=\sin(k_F(2x-1))/(2\sin k_F)$ for this auxiliary function. It will absorb the oscillating part of the sum.

## Convergence, and a tail computed by telescoping

```lean
/-- The exchange weights of the chain have a convergent sum. -/
theorem summable_exchangeWeight (kF : ℝ) : Summable (exchangeWeight kF) := by
  refine Summable.of_nonneg_of_le (fun n => ?_) (fun n => ?_)
    (Real.summable_one_div_nat_pow.2 (by norm_num : 1 < 3))
  · unfold exchangeWeight
    positivity
  · have e : exchangeWeight kF n = sin (kF * n) ^ 2 / π ^ 2 * (1 / (n : ℝ) ^ 3) := by
      unfold exchangeWeight densityMatrix
      ring
    have h1 : sin (kF * n) ^ 2 / π ^ 2 ≤ 1 := by
      rw [div_le_one (by positivity)]
      nlinarith [Real.sin_sq_le_one (kF * n), Real.pi_gt_three]
    rw [e]
    exact mul_le_of_le_one_left (by positivity) h1
```

A `theorem` has its statement before `:=` and its proof after; the word `by` opens a proof written as a list of tactics. This one says that the weights have a convergent sum. Since $\sin^2(k_Fn)/\pi^2\le1$, each weight lies between $0$ and $1/n^3$, and comparison with $\sum 1/n^3$ finishes the argument.

```lean
/-- If the terms of a convergent series differ from the steps of `F` by at most the steps
of `G`, and `F` and `G` tend to zero, then its tail beyond `L` is `F (L + 1)` up to `G (L + 1)`. -/
theorem tail_estimate {f F G : ℕ → ℝ} (hf : Summable f)
    (hF : Tendsto F atTop (𝓝 0)) (hG : Tendsto G atTop (𝓝 0))
    (h : ∀ n, 0 < n → |f n - (F n - F (n + 1))| ≤ G n - G (n + 1)) (L : ℕ) :
    |∑' n, f (n + (L + 1)) - F (L + 1)| ≤ G (L + 1) := by
  have part : ∀ N, |∑ i ∈ Finset.range N, f (i + (L + 1)) - (F (L + 1) - F (N + (L + 1)))|
      ≤ G (L + 1) - G (N + (L + 1)) := by
    intro N
    induction N with
    | zero => simp
    | succ N ih =>
      rw [Finset.sum_range_succ, Nat.add_right_comm N 1 (L + 1)]
      have h1 := abs_le.1 ih
      have h2 := abs_le.1 (h (N + (L + 1)) (by omega))
      exact abs_le.2 ⟨by linarith [h1.1, h2.1], by linarith [h1.2, h2.2]⟩
  have t := tendsto_add_atTop_nat (L + 1)
  have lim := le_of_tendsto_of_tendsto'
    (((summable_nat_add_iff (L + 1)).2 hf).hasSum.tendsto_sum_nat.sub
      (tendsto_const_nhds.sub (hF.comp t))).abs
    (tendsto_const_nhds.sub (hG.comp t)) part
  simpa only [sub_zero] using lim
```

Suppose $f$ is summable, $F$ and $G$ tend to zero, and for every $n\ge1$

$$|f(n)-(F(n)-F(n+1))|\le G(n)-G(n+1).$$

Adding the first $N$ of these inequalities from $n=L+1$ onwards, everything in the middle cancels:

$$\Big|\sum_{i<N}f(i+L+1)-F(L+1)+F(N+L+1)\Big|\le G(L+1)-G(N+L+1).$$

This is `part`, proved by induction on $N$. Letting $N\to\infty$ gives $|\sum_{n>L}f(n)-F(L+1)|\le G(L+1)$.

The limit is taken by the Mathlib lemma `le_of_tendsto_of_tendsto'`. It needs three things: a limit for the left side, a limit for the right side, and the inequality at every $N$. It returns the inequality between the limits. The first two are assembled from known limits in the same way as the expressions themselves: `.sub` subtracts two convergent sequences and `.abs` takes the absolute value. No $\varepsilon$ appears. Summability enters here, because it makes the partial sums converge to the infinite sum.

## Taming the oscillation

```lean
/-- For `sin kF > 0` the Friedel oscillation is a lattice difference of the phase function. -/
theorem phase_diff {kF : ℝ} (hs : 0 < sin kF) (x : ℝ) :
    phase kF (x + 1) - phase kF x = cos (2 * (kF * x)) := by
  have e1 : kF * (2 * (x + 1) - 1) = 2 * (kF * x) + kF := by ring
  have e2 : kF * (2 * x - 1) = 2 * (kF * x) - kF := by ring
  have hne := hs.ne'
  unfold phase
  rw [e1, e2, Real.sin_add, Real.sin_sub]
  field_simp
  ring
```

By the addition formulas,

$$p(x+1)-p(x)=\frac{\sin(2k_Fx+k_F)-\sin(2k_Fx-k_F)}{2\sin k_F}=\cos(2k_Fx).$$

The hypothesis `hs` says $\sin k_F>0$, which permits the division. The cosine is the Friedel oscillation of the squared density matrix.

```lean
/-- One step of the summation by parts: at distance `x > 0`, with `t` bounded by `C`, an
oscillating weight is a telescoping difference up to a telescoping error. -/
theorem step_bound {x s t C : ℝ} (hx : 0 < x) (ht : |t| ≤ C) :
    |(1 - (t - s)) / x ^ 3 / 2 - ((1 / x ^ 2 / 4 + s / x ^ 3 / 2)
      - (1 / (x + 1) ^ 2 / 4 + t / (x + 1) ^ 3 / 2))|
      ≤ (1 + C) / 2 / x ^ 3 - (1 + C) / 2 / (x + 1) ^ 3 := by
  -- the smooth part lies between zero and half a step of `1 / x ^ 3`
  have hE : 0 ≤ 1 / x ^ 3 / 2 - (1 / x ^ 2 / 4 - 1 / (x + 1) ^ 2 / 4) :=
    (by positivity : 0 ≤ (3 * x + 2) / (4 * x ^ 3 * (x + 1) ^ 2)).trans_eq
      (by field_simp; ring)
  have hED : 0 ≤ (1 / x ^ 3 - 1 / (x + 1) ^ 3) / 2
      - (1 / x ^ 3 / 2 - (1 / x ^ 2 / 4 - 1 / (x + 1) ^ 2 / 4)) :=
    (by positivity : 0 ≤ (3 * x ^ 2 + x) / (4 * x ^ 3 * (x + 1) ^ 3)).trans_eq
      (by field_simp; ring)
  have hD : 0 ≤ 1 / x ^ 3 - 1 / (x + 1) ^ 3 := by linarith
  have h1 := mul_le_mul_of_nonneg_right (abs_le.1 ht).1 hD
  have h2 := mul_le_mul_of_nonneg_right (abs_le.1 ht).2 hD
  rw [abs_le]
  constructor
  · linear_combination hE + h2 / 2 + hD / 2
  · linear_combination hED + h1 / 2
```

Here $s$ and $t$ stand for $p(x)$ and $p(x+1)$, with $|t|\le C$. Set

$$D=\frac1{x^3}-\frac1{(x+1)^3},\qquad E=\frac1{2x^3}-\frac1{4x^2}+\frac1{4(x+1)^2}.$$

Collecting terms, the quantity inside the absolute value is $E-tD/2$. Over common denominators,

$$E=\frac{3x+2}{4x^3(x+1)^2}\ge0,\qquad \frac D2-E=\frac{3x^2+x}{4x^3(x+1)^3}\ge0.$$

So $0\le E\le D/2$, and therefore $|E-tD/2|\le(1+C)D/2$, which is the stated bound. In the code, `hE` and `hED` are the two inequalities for $E$, and `linear_combination` adds them to the bounds on $t$ with the given coefficients.

## An explicit error bound, then the limit

```lean
/-- For a partially filled band, `0 < kF < π`, the exchange tail beyond `L` equals
`1 / (4 π² (L + 1)²)` up to an explicit error of third order in `1 / (L + 1)`. -/
theorem exchangeTail_bound {kF : ℝ} (h0 : 0 < kF) (hπ : kF < π) (L : ℕ) :
    |exchangeTail kF L - 1 / (4 * π ^ 2 * ((L : ℝ) + 1) ^ 2)|
      ≤ (1 + 1 / sin kF) / (2 * π ^ 2 * ((L : ℝ) + 1) ^ 3) := by
  have hs := Real.sin_pos_of_pos_of_lt_pi h0 hπ
  obtain ⟨C, hC⟩ : ∃ C, C = 1 / (2 * sin kF) := ⟨_, rfl⟩
  have hC2 : 1 / sin kF = 2 * C := by rw [hC]; ring
  have hp : ∀ x, |phase kF x| ≤ C := by
    intro x
    rw [hC, phase, abs_div, abs_of_pos (by positivity : 0 < 2 * sin kF)]
    gcongr
    exact Real.abs_sin_le_one _
  have hb : ∀ n : ℕ, |phase kF n / (n : ℝ) ^ 3 / 2| ≤ C / (n : ℝ) ^ 3 / 2 := by
    intro n
    rw [abs_div, abs_div, abs_two, abs_of_nonneg (by positivity : (0 : ℝ) ≤ (n : ℝ) ^ 3)]
    gcongr
    exact hp _
  have lim : ∀ (c : ℝ) (k : ℕ), k ≠ 0 →
      Tendsto (fun n : ℕ => c / (n : ℝ) ^ k) atTop (𝓝 0) := fun c k hk =>
    tendsto_const_nhds.div_atTop ((tendsto_pow_atTop hk).comp tendsto_natCast_atTop_atTop)
  have hF : Tendsto (fun n : ℕ => 1 / (n : ℝ) ^ 2 / 4 + phase kF n / (n : ℝ) ^ 3 / 2)
      atTop (𝓝 0) := by
    have a := (lim 1 2 (by norm_num)).div_const 4
    have b := (lim C 3 (by norm_num)).div_const 2
    rw [zero_div] at a b
    have c : Tendsto (fun n : ℕ => phase kF n / (n : ℝ) ^ 3 / 2) atTop (𝓝 0) :=
      squeeze_zero_norm (fun n => (Real.norm_eq_abs _).trans_le (hb n)) b
    simpa only [add_zero] using a.add c
  have key := tail_estimate ((summable_exchangeWeight kF).mul_left (π ^ 2)) hF
    (lim ((1 + C) / 2) 3 (by norm_num)) (by
      intro n hn
      have hpos : (0 : ℝ) < (n : ℝ) := Nat.cast_pos.2 hn
      -- the exchange weight as a smooth part plus a Friedel oscillation
      have w : π ^ 2 * exchangeWeight kF n
          = (1 - cos (2 * (kF * (n : ℝ)))) / (n : ℝ) ^ 3 / 2 := by
        unfold exchangeWeight densityMatrix
        rw [Real.cos_two_mul, Real.cos_sq']
        generalize (n : ℝ) = x at hpos ⊢
        have hne := hpos.ne'
        field_simp
        ring
      simp only [Nat.cast_add, Nat.cast_one]
      rw [w, ← phase_diff hs]
      exact step_bound hpos (hp _)) L
  have hq := hb (L + 1)
  simp only [tsum_mul_left, Nat.cast_add, Nat.cast_one] at key hq
  change |π ^ 2 * exchangeTail kF L - _| ≤ _ at key
  have hy : (0 : ℝ) < (L : ℝ) + 1 := by positivity
  rw [abs_le] at key hq
  rw [hC2]
  generalize (L : ℝ) + 1 = y at hy hq key ⊢
  have h3 : |π ^ 2 * exchangeTail kF L - 1 / y ^ 2 / 4| ≤ (1 + 2 * C) / 2 / y ^ 3 := by
    rw [abs_le]
    constructor
    · linear_combination key.1 + hq.1
    · linear_combination key.2 + hq.2
  have e1 : exchangeTail kF L - 1 / (4 * π ^ 2 * y ^ 2)
      = (π ^ 2 * exchangeTail kF L - 1 / y ^ 2 / 4) / π ^ 2 := by
    field_simp
  have e2 : (1 + 2 * C) / (2 * π ^ 2 * y ^ 3) = (1 + 2 * C) / 2 / y ^ 3 / π ^ 2 := by
    field_simp
  rw [e1, e2, abs_div, abs_of_pos (by positivity : 0 < π ^ 2)]
  gcongr
```

In ordinary notation, for $0<k_F<\pi$ and every $L\ge0$,

$$\left|T_L-\frac1{4\pi^2(L+1)^2}\right|\le\frac{1+1/\sin k_F}{2\pi^2(L+1)^3}.$$

The hypotheses `h0` and `hπ` express partial filling and give $\sin k_F>0$. The derivation has four steps.

1. The double-angle formula gives $\pi^2g(n)^2/n=\sin^2(k_Fn)/n^3=(1-\cos2k_Fn)/(2n^3)$. This is `w`.
2. Replace the cosine by $p(n+1)-p(n)$. Since $|\sin|\le1$, the phase function is bounded by $C=1/(2\sin k_F)$; this is `hp`.
3. Apply the telescoping theorem with $F(n)=\frac1{4n^2}+\frac{p(n)}{2n^3}$ and $G(n)=\frac{1+C}{2n^3}$. The step bound supplies its hypothesis, and the result is `key`: $|\pi^2T_L-F(L+1)|\le G(L+1)$.
4. Move the phase term of $F(L+1)$, at most $C/(2(L+1)^3)$ in size, into the error. The total is $(1+2C)/(2(L+1)^3)$ with $2C=1/\sin k_F$. Dividing by $\pi^2$ gives the claim.

The filling enters only through the error. The leading term comes from the average $1/2$ of $\sin^2$, which is the same for every $k_F$ in the range. Near an empty or a full band $\sin k_F$ is small, and the bound becomes informative only at larger $L$.

```lean
/-- For every partially filled band, `0 < kF < π`, the exchange tail beyond `L`
multiplied by `L²` tends to `1 / (4 π²)`. -/
theorem exchangeTail_asymptotics {kF : ℝ} (h0 : 0 < kF) (hπ : kF < π) :
    Tendsto (fun L : ℕ => (L : ℝ) ^ 2 * exchangeTail kF L) atTop
      (𝓝 (1 / (4 * π ^ 2))) := by
  have h1 : Tendsto (fun L : ℕ => ((L : ℝ) + 1) ^ 2 * exchangeTail kF L
      - 1 / (4 * π ^ 2)) atTop (𝓝 0) := by
    have hl := (tendsto_one_div_add_atTop_nhds_zero_nat (𝕜 := ℝ)).const_mul
      ((1 + 1 / sin kF) / (2 * π ^ 2))
    rw [mul_zero] at hl
    refine squeeze_zero_norm (fun L => ?_) hl
    have hb := exchangeTail_bound h0 hπ L
    have hy : (0 : ℝ) < (L : ℝ) + 1 := by positivity
    generalize (L : ℝ) + 1 = y at hb hy ⊢
    generalize 1 + 1 / sin kF = K at hb ⊢
    have e : y ^ 2 * exchangeTail kF L - 1 / (4 * π ^ 2)
        = y ^ 2 * (exchangeTail kF L - 1 / (4 * π ^ 2 * y ^ 2)) := by
      field_simp
    have e' : K / (2 * π ^ 2) * (1 / y) = y ^ 2 * (K / (2 * π ^ 2 * y ^ 3)) := by
      field_simp
    rw [e, e', Real.norm_eq_abs, abs_mul, abs_of_pos (pow_pos hy 2)]
    exact mul_le_mul_of_nonneg_left hb (by positivity)
  -- replace `(L + 1)²` by `L²`
  have h2 := ((tendsto_natCast_div_add_atTop (1 : ℝ)).pow 2).mul
    (h1.add_const (1 / (4 * π ^ 2)))
  rw [one_pow, one_mul, zero_add] at h2
  refine h2.congr fun L => ?_
  have hy : (L : ℝ) + 1 ≠ 0 := by positivity
  rw [sub_add_cancel, div_pow, ← mul_assoc, div_mul_cancel₀ _ (pow_ne_zero 2 hy)]
```

`Tendsto … atTop (𝓝 a)` reads "tends to $a$ as the index grows", and `(L : ℝ)` is the integer $L$ regarded as a real number. Multiplying the previous bound by $(L+1)^2$ leaves an error of order $1/(L+1)$, so $(L+1)^2T_L\to1/(4\pi^2)$. Since $(L/(L+1))^2\to1$, the factor $(L+1)^2$ may be replaced by $L^2$.

```lean
/-- For the half-filled chain, `kF = π / 2`, the exchange tail beyond `L` multiplied
by `L²` tends to `1 / (4 π²)`. -/
theorem halfFilled_exchangeTail :
    Tendsto (fun L : ℕ => (L : ℝ) ^ 2 * exchangeTail (π / 2) L) atTop
      (𝓝 (1 / (4 * π ^ 2))) :=
  exchangeTail_asymptotics (by positivity) (by linarith [Real.pi_pos])
```

This is the case $k_F=\pi/2$; the proof only checks that $0<\pi/2<\pi$.

For a numerical instance take $L=10$. At half filling $\sin^2(\pi R/2)$ is 1 for odd $R$ and 0 for even $R$, so

$$\pi^2T_{10}=\frac1{11^3}+\frac1{13^3}+\cdots.$$

The sum of $1/R^3$ over all odd $R$ is about $1.051800$, and the terms $R=1,3,5,7,9$ contribute $1.049324$. Hence $\pi^2T_{10}\approx0.002476$, and $L^2\pi^2T_L\approx0.2476$, close to the limiting value $0.25$. Odd cutoffs approach the limit more slowly: at $L=11$ the same product is about $0.209$. For $L=10$ the explicit bound, multiplied by $\pi^2$, has centre $1/(4\cdot11^2)\approx0.002066$ and allows a deviation of $1/11^3\approx0.000751$; the actual deviation is about $0.00041$.

## Slower than any exponential, and the full band

```lean
/-- For a partially filled band, `0 < kF < π`, the exchange tail eventually exceeds
any exponential `C q ^ L` with `|q| < 1`. -/
theorem exchangeTail_not_exponential {kF : ℝ} (h0 : 0 < kF) (hπ : kF < π)
    (C : ℝ) {q : ℝ} (hq : |q| < 1) :
    ∀ᶠ L : ℕ in atTop, C * q ^ L < exchangeTail kF L := by
  have h := (tendsto_pow_const_mul_const_pow_of_abs_lt_one 2 hq).const_mul C
  rw [mul_zero] at h
  have hpos : (0 : ℝ) < 1 / (4 * π ^ 2) := by positivity
  filter_upwards [h.eventually_lt (exchangeTail_asymptotics h0 hπ) hpos] with L hL
  rw [mul_left_comm] at hL
  exact lt_of_mul_lt_mul_left hL (by positivity)
```

The symbol `∀ᶠ L` means "for all sufficiently large $L$". For any real $C$ (now an arbitrary prefactor) and any $q$ with $|q|<1$, the theorem says that eventually $Cq^L<T_L$. Indeed $L^2Cq^L\to0$, while $L^2T_L$ tends to a positive number. From some $L$ on the first is smaller than the second, and the common factor $L^2$ can be removed. No exponential estimate of the truncation error can therefore hold at all large cutoffs.

```lean
/-- For the completely filled band, `kF = π`, the exchange tail vanishes for every cutoff. -/
theorem filledBand_exchangeTail (L : ℕ) : exchangeTail π L = 0 := by
  have h : ∀ n : ℕ, exchangeWeight π n = 0 := by
    intro n
    unfold exchangeWeight densityMatrix
    rw [mul_comm π (n : ℝ), Real.sin_nat_mul_pi]
    simp
  simp [exchangeTail, h]

end

end MetallicExchangeTail
```

At $k_F=\pi$ every state of the band is occupied. Then $\sin(\pi R)=0$ at each integer distance, all weights vanish, and $T_L=0$ for every $L$. The limit $1/(4\pi^2)$ would thus be false if $k_F<\pi$ were relaxed to $k_F\le\pi$. This full band has a single orbital per site; an insulator with several bands is a different model, whose density matrix need not vanish between sites.

```lean
#print axioms MetallicExchangeTail.halfFilled_exchangeTail
#print axioms MetallicExchangeTail.exchangeTail_not_exponential
#print axioms MetallicExchangeTail.filledBand_exchangeTail
```

```
'MetallicExchangeTail.halfFilled_exchangeTail' depends on axioms: [propext, Classical.choice, Quot.sound]
'MetallicExchangeTail.exchangeTail_not_exponential' depends on axioms: [propext, Classical.choice, Quot.sound]
'MetallicExchangeTail.filledBand_exchangeTail' depends on axioms: [propext, Classical.choice, Quot.sound]
```
